# In the half-filled ground state of an infinite XX chain, the string determinant at even distance is the square of an explicit product

In a spin-½ XX chain, neighbouring spins are coupled equally through their $x$ and $y$ components. How strongly are the $x$ components of two distant spins correlated? The Jordan-Wigner transformation turns the chain into free fermions $c_j$, but $\sigma^x_0\sigma^x_R$ becomes a string over all sites in between:

$$\sigma^x_0\sigma^x_R=B_0A_1B_1A_2\cdots B_{R-1}A_R,\qquad A_j=c_j^\dagger+c_j,\quad B_j=c_j^\dagger-c_j .$$

Wick's theorem gives its expectation value as an $R\times R$ determinant. Take an infinite chain where exactly the momenta $|k|<\pi/2$ are occupied. This is the ground state without a field when the coupling favours parallel $x$ and $y$ components. For $R=2N$ the determinant then has a closed form.

## The matrices

```lean
import Mathlib

open scoped Real

namespace XXChainString

noncomputable section

/-- The Toeplitz matrix with entries `1 / (2 (i - j) + 1)`. -/
def toeplitz (N : ℕ) : Matrix (Fin N) (Fin N) ℝ :=
  Matrix.of fun i j : Fin N => 1 / (2 * ((i.val : ℝ) - (j.val : ℝ)) + 1)
```

A `def` introduces an object. This one is the real matrix $T_{ij}=1/(2(i-j)+1)$; `Fin N` means that indices run from $0$ to $N-1$.

```lean
/-- The contraction `⟨B_i A_j⟩` at distance `r = i - j`, with `A = c† + c` and `B = c† - c`, in an
infinite chain where exactly the momenta `|k| < π/2` are occupied. -/
def contraction (r : ℤ) : ℝ :=
  (1 / π) * (∫ k in (-(π / 2))..(π / 2), Real.cos (k * (r : ℝ))) - (if r = 0 then 1 else 0)
```

With $r=i-j$, this is $\langle B_iA_j\rangle=2\langle c_i^\dagger c_j\rangle-\delta_{ij}$, written as

$$G(r)=\frac1\pi\int_{-\pi/2}^{\pi/2}\cos(kr)\,dk-\delta_{r0}.$$

The integration limits encode half filling, and the integral stands for an infinite chain.

```lean
/-- The matrix of contractions whose determinant is the Wick expansion of the
Jordan-Wigner string correlation at distance `R`. -/
def stringMatrix (R : ℕ) : Matrix (Fin R) (Fin R) ℝ :=
  Matrix.of fun i j : Fin R => contraction ((i.val : ℤ) + 1 - (j.val : ℤ))
```

The entry $G(i+1-j)$ pairs $A_{i+1}$ with $B_j$, since $G$ is even. That the spin correlation equals this determinant is the step taken from Jordan-Wigner and Wick; the Lean code starts from the matrix.

```lean
/-- The `N × N` block of the string matrix at distance `2 N` whose row and column indices have the
same parity. Its entries are contractions at odd distances. -/
def sublattice (N : ℕ) : Matrix (Fin N) (Fin N) ℝ :=
  Matrix.of fun a b : Fin N => contraction (2 * ((a.val : ℤ) - (b.val : ℤ)) + 1)
```

This matrix, with entries $G(2(a-b)+1)$, keeps only odd distances. An odd distance joins an even site to an odd one, so the block called `sublattice` pairs the $A$'s of one sublattice with the $B$'s of the other.

## The Toeplitz determinant

```lean
/-- An odd distance is never zero. -/
theorem odd_ne_zero (m : ℤ) : 2 * (m : ℝ) + 1 ≠ 0 := by
  intro h
  have h' : 2 * m + 1 = 0 := by exact_mod_cast h
  omega
```

A `theorem` states a claim, and its proof follows `:= by`. Here $2m+1\neq0$ for every integer $m$, so no entry of $T$ has a zero denominator.

```lean
/-- Going from `N` to `N + 1` rows multiplies the Toeplitz determinant by the product of
`1 / (1 - 1/(4 l²))` over `l = 1, ..., N`. -/
theorem toeplitz_det_succ (N : ℕ) : (toeplitz (N + 1)).det =
    (∏ l ∈ Finset.Ico 1 (N + 1), (1 - 1 / (4 * (l : ℝ) ^ 2))⁻¹) * (toeplitz N).det := by
  -- clear the first column with the first row
  let c : Fin (N + 1) → ℝ := Fin.cons 0 (fun i => -toeplitz (N + 1) i.succ 0)
  let A : Matrix (Fin (N + 1)) (Fin (N + 1)) ℝ :=
    Matrix.of fun i j => toeplitz (N + 1) i j + c i * toeplitz (N + 1) 0 j
  have hA : A.det = (toeplitz (N + 1)).det :=
    Matrix.det_eq_of_forall_row_eq_smul_add_const c 0 rfl (fun _ _ => rfl)
  have t00 : toeplitz (N + 1) 0 0 = 1 := by simp [toeplitz]
  have h00 : A 0 0 = 1 := by simp [A, c, t00]
  have hcol : ∀ i : Fin N, A i.succ 0 = 0 := fun i => by simp [A, c, t00]
  have key : ∀ p q d : ℝ, p ≠ 0 → q ≠ 0 → d ≠ 0 → d = p + q - 1 →
      1 / d + -(1 / p) * (1 / q) = (p - 1) / p * ((q - 1) / q * (1 / d)) := by
    intro p q d hp hq hd h
    field_simp
    subst h
    ring
  -- what remains is the smaller Toeplitz matrix with row and column factors
  have hminor : A.submatrix Fin.succ Fin.succ = Matrix.of fun i j : Fin N =>
      (2 * ((i.val : ℝ) + 1) / (2 * ((i.val : ℝ) + 1) + 1)) * (Matrix.of fun i j : Fin N =>
        (-2 * ((j.val : ℝ) + 1) / (1 - 2 * ((j.val : ℝ) + 1))) * toeplitz N i j) i j := by
    ext i j
    have hj : (0 : ℝ) ≤ j.val := Nat.cast_nonneg _
    have hd := odd_ne_zero ((i.val : ℤ) - (j.val : ℤ))
    push_cast at hd
    have h := key (2 * ((i.val : ℝ) + 1) + 1) (1 - 2 * ((j.val : ℝ) + 1)) _ (by positivity)
      (ne_of_lt (by linarith)) hd (by ring)
    simp only [A, c, toeplitz, Matrix.submatrix_apply, Matrix.of_apply, Fin.cons_succ,
      Fin.val_succ, Fin.val_zero, Nat.cast_add, Nat.cast_one, Nat.cast_zero]
    linear_combination h
  rw [← hA, Matrix.det_succ_column_zero, Fin.sum_univ_succ]
  simp only [hcol, h00, mul_zero, zero_mul, Finset.sum_const_zero, add_zero, Fin.val_zero,
    pow_zero, one_mul, Fin.succAbove_zero]
  rw [hminor, Matrix.det_mul_column, Matrix.det_mul_row, ← mul_assoc,
    ← Finset.prod_mul_distrib, Finset.prod_Ico_eq_prod_range, Nat.add_sub_cancel,
    Finset.prod_range]
  congr 1
  refine Finset.prod_congr rfl fun i _ => ?_
  have ha : (0 : ℝ) ≤ i.val := Nat.cast_nonneg _
  simp only [Nat.cast_add, Nat.cast_one]
  rw [add_comm (1 : ℝ) (i.val : ℝ)]
  generalize hx : (i.val : ℝ) + 1 = a
  have h0 : a ≠ 0 := ne_of_gt (by linarith)
  have h1 : 2 * a + 1 ≠ 0 := ne_of_gt (by linarith)
  have h2 : 1 - 2 * a ≠ 0 := ne_of_lt (by linarith)
  have h3 : 2 * a - 1 ≠ 0 := ne_of_gt (by linarith)
  have hw : 1 - 1 / (4 * a ^ 2) = (2 * a + 1) * (2 * a - 1) / (4 * a ^ 2) := by
    field_simp
    ring
  rw [hw, inv_div, div_mul_div_comm, div_eq_div_iff (mul_ne_zero h1 h2) (mul_ne_zero h1 h3)]
  ring
```

Write $D_N=\det T$ for size $N$. The claim is

$$D_{N+1}=D_N\prod_{l=1}^{N}\Big(1-\frac1{4l^2}\Big)^{-1}.$$

Take size $N+1$ and subtract $T_{i0}$ times row $0$ from each row $i\ge1$. As $T_{00}=1$, this clears the first column. For $i,j\ge1$ set $p=2i+1$, $q=1-2j$ and $d=p+q-1=2(i-j)+1$. The new entry is

$$\frac1d-\frac1{pq}=\frac{(p-1)(q-1)}{pq\,d}=\frac{2i}{2i+1}\cdot\frac{2j}{2j-1}\,T_{ij}.$$

What remains is the $N\times N$ Toeplitz matrix with row and column factors. Their product is $\prod_l 4l^2/(4l^2-1)$, as claimed.

In Lean, `A` is the matrix after elimination, `key` is the fraction identity, and `hminor` identifies the remaining block. Its indices restart at $0$, hence the `+ 1`.

```lean
/-- The determinant of the `N × N` matrix `1 / (2 (i - j) + 1)` is the product of
`(1 - 1/(4 l²))^(l - N)` over `l = 1, ..., N - 1`. -/
theorem toeplitz_det (N : ℕ) : (toeplitz N).det =
    ∏ l ∈ Finset.Ico 1 N, (1 - 1 / (4 * (l : ℝ) ^ 2)) ^ ((l : ℤ) - (N : ℤ)) := by
  induction N with
  | zero => simp
  | succ N ih =>
    -- the factor l = N has exponent zero and may be added
    rw [toeplitz_det_succ, ih, Finset.prod_subset
      (Finset.Ico_subset_Ico_right (Nat.le_succ N)) (fun l h1 h2 => by
        have hl : l = N := by
          simp only [Finset.mem_Ico] at h1 h2
          omega
        rw [hl, sub_self, zpow_zero]), ← Finset.prod_mul_distrib]
    refine Finset.prod_congr rfl fun l hl => ?_
    have h1 : (1 : ℝ) ≤ l := by exact_mod_cast (Finset.mem_Ico.mp hl).1
    have h2 : 1 / (4 * (l : ℝ) ^ 2) < 1 := by
      rw [div_lt_one (by nlinarith)]
      nlinarith
    have hw : 1 - 1 / (4 * (l : ℝ) ^ 2) ≠ 0 := ne_of_gt (by linarith)
    rw [show (l : ℤ) - ((N + 1 : ℕ) : ℤ) = -1 + ((l : ℤ) - (N : ℤ)) by push_cast; ring,
      zpow_add₀ hw, zpow_neg_one]
```

`Finset.Ico 1 N` is the range $1\le l<N$, so the statement reads

$$D_N=\prod_{l=1}^{N-1}\Big(1-\frac1{4l^2}\Big)^{l-N}.$$

The proof is by induction from $D_0=1$. Include $l=N$ in the product for $D_N$, where its exponent is zero. The recurrence then lowers every exponent by one, giving $l-(N+1)$. Adding exponents is allowed because $1-1/(4l^2)>0$.

## Contractions at half filling

```lean
/-- The band integral: the contraction `G(r)` obeys `π r G(r) = 2 sin(π r / 2)`. -/
theorem contraction_mul (r : ℤ) :
    π * (r : ℝ) * contraction r = 2 * Real.sin (π / 2 * (r : ℝ)) := by
  by_cases hr : r = 0
  · simp [hr]
  · have hc : (r : ℝ) ≠ 0 := Int.cast_ne_zero.mpr hr
    have hp := Real.pi_ne_zero
    rw [contraction, if_neg hr, intervalIntegral.integral_comp_mul_right Real.cos hc,
      integral_cos, neg_mul, Real.sin_neg, smul_eq_mul]
    generalize Real.sin (π / 2 * (r : ℝ)) = s
    field_simp
    ring
```

For $r\ne0$, integrating the cosine gives $G(r)=2\sin(\pi r/2)/(\pi r)$. Multiplied out, the identity also holds at $r=0$, where it leaves $G(0)$ undetermined.

```lean
/-- At half filling the contraction vanishes at every even distance. -/
theorem contraction_even (m : ℤ) : contraction (2 * m) = 0 := by
  by_cases hm : m = 0
  · simp [hm, contraction, Real.pi_ne_zero]
  · have h := contraction_mul (2 * m)
    rw [show π / 2 * ((2 * m : ℤ) : ℝ) = (m : ℝ) * π by push_cast; ring,
      Real.sin_int_mul_pi, mul_zero] at h
    have hc : ((2 * m : ℤ) : ℝ) ≠ 0 := Int.cast_ne_zero.mpr (by omega)
    exact (mul_eq_zero.mp h).resolve_left (mul_ne_zero Real.pi_ne_zero hc)
```

For $r=2m\ne0$ the sine is $\sin m\pi=0$. For $r=0$ the definition gives $G(0)=1-1=0$.

```lean
/-- At the odd distance `2 m + 1` the contraction is `(2/π) (-1)^m / (2 m + 1)`. -/
theorem contraction_odd (m : ℤ) :
    contraction (2 * m + 1) = 2 / π * ((-1) ^ m / (2 * (m : ℝ) + 1)) := by
  have h := contraction_mul (2 * m + 1)
  rw [show π / 2 * ((2 * m + 1 : ℤ) : ℝ) = (m : ℝ) * π + π / 2 by push_cast; ring,
    Real.sin_add_pi_div_two, Real.cos_int_mul_pi] at h
  push_cast at h
  rw [div_mul_div_comm, eq_div_iff (mul_ne_zero Real.pi_ne_zero (odd_ne_zero m))]
  linear_combination h
```

For $r=2m+1$ the sine is $\sin(m\pi+\pi/2)=(-1)^m$, so $G(2m+1)=\frac2\pi\frac{(-1)^m}{2m+1}$.

```lean
/-- The determinant of the block `sublattice N` is `(2/π)^N` times the Toeplitz determinant. -/
theorem sublattice_det (N : ℕ) : (sublattice N).det = (2 / π) ^ N * (toeplitz N).det := by
  -- the alternating signs are a row factor times a column factor
  have hM : sublattice N = Matrix.of fun a b : Fin N => (-1 : ℝ) ^ a.val *
      (Matrix.of fun a b : Fin N => (2 / π * (-1 : ℝ) ^ b.val) * toeplitz N a b) a b := by
    ext a b
    simp only [sublattice, toeplitz, Matrix.of_apply]
    rw [contraction_odd, zpow_sub₀ (by norm_num), zpow_natCast, zpow_natCast]
    push_cast
    rcases neg_one_pow_eq_or ℝ b.val with h | h <;> rw [h] <;> ring
  have hs : ∀ a : Fin N, (-1 : ℝ) ^ a.val * (2 / π * (-1 : ℝ) ^ a.val) = 2 / π := by
    intro a
    rcases neg_one_pow_eq_or ℝ a.val with h | h <;> rw [h] <;> ring
  rw [hM, Matrix.det_mul_column, Matrix.det_mul_row, ← mul_assoc, ← Finset.prod_mul_distrib,
    Finset.prod_congr rfl (fun a _ => hs a), Finset.prod_const, Finset.card_univ,
    Fintype.card_fin]
```

Each block entry is $\frac2\pi(-1)^a(-1)^bT_{ab}$. Pulling out the row and column factors cancels the signs and leaves $(2/\pi)^ND_N$.

## Two equal blocks

```lean
/-- At distance `2 N` the string determinant of the infinite half-filled chain is the square of
`(2/π)^N` times the product of `(1 - 1/(4 l²))^(l - N)` over `l = 1, ..., N - 1`. -/
theorem string_even_distance (N : ℕ) : (stringMatrix (N * 2)).det = ((2 / π) ^ N *
    ∏ l ∈ Finset.Ico 1 N, (1 - 1 / (4 * (l : ℝ) ^ 2)) ^ ((l : ℤ) - (N : ℤ))) ^ 2 := by
  -- group the matrix indices by parity: index 2 a + s has parity s
  have hb : (stringMatrix (N * 2)).submatrix finProdFinEquiv finProdFinEquiv =
      Matrix.blockDiagonal (fun _ : Fin 2 => sublattice N) := by
    ext ⟨a, s⟩ ⟨b, t⟩
    rw [Matrix.blockDiagonal_apply]
    change contraction (((s.val + 2 * a.val : ℕ) : ℤ) + 1 - ((t.val + 2 * b.val : ℕ) : ℤ)) =
      if s = t then contraction (2 * ((a.val : ℤ) - (b.val : ℤ)) + 1) else 0
    split_ifs with h
    · rw [h]
      congr 1
      push_cast
      ring
    · have hst : s.val ≠ t.val := fun h' => h (Fin.ext h')
      have hs := s.isLt
      have ht := t.isLt
      rw [← contraction_even ((a.val : ℤ) - (b.val : ℤ) + (s.val : ℤ))]
      congr 1
      omega
  rw [← Matrix.det_submatrix_equiv_self finProdFinEquiv, hb, Matrix.det_blockDiagonal,
    Finset.prod_const, Finset.card_univ, Fintype.card_fin, sublattice_det, toeplitz_det]

end

end XXChainString
```

Write $i=2a+s$ and $j=2b+t$ with $s,t\in\{0,1\}$. The entry is $G(2(a-b)+s-t+1)$. If $s\ne t$, the distance is even and the entry vanishes; if $s=t$, it is $G(2(a-b)+1)$, the entry of `sublattice`. Reordering rows and columns alike preserves the determinant and leaves two equal blocks (`hb`), so

$$\det(\text{string},\,R=2N)=\big[(2/\pi)^ND_N\big]^2 .$$

For $R=4$ this is $\big[(2/\pi)^2\cdot\tfrac43\big]^2\approx0.292$. Such values can serve as a reference for simulations of the XX chain in its ground state without a field, if the chain is much longer than the distance and any open ends are far away from both sites. At even distance they hold for either sign of the coupling. They refer to Pauli matrices; for spin operators $S^x=\sigma^x/2$ the correlation is a quarter of this.

Half filling matters already at $R=2$, where the determinant is $G(1)^2-G(0)G(2)$. Occupying $|k|<\pi/3$ instead gives $G(0)=-\tfrac13$, $G(1)=\sqrt3/\pi$ and $G(2)=\sqrt3/(2\pi)$. The determinant is then $3/\pi^2+\sqrt3/(6\pi)$, which is neither $G(1)^2$ nor $(2/\pi)^2$.

```lean
#print axioms XXChainString.string_even_distance
```

```
'XXChainString.string_even_distance' depends on axioms: [propext, Classical.choice, Quot.sound]
```
